# Attaching phases to three valid orbital overlaps can destroy positive definiteness

Each bond in a triangle of three normalised orbitals is given a single complex number as its overlap, with no wavefunctions or integrals behind it, so whether the three numbers can belong to linearly independent orbitals becomes a question about the positive definiteness of a $3\times3$ matrix. If the numbers share a real factor $s$ with $1/2<s<1$ and differ only in their phases, the answer is yes when the phases around the triangle add up to $0$ and no when they add up to $\pi$.

```lean
import Mathlib

open Matrix
open scoped ComplexConjugate ComplexOrder

namespace LondonOverlapCounterexample

noncomputable section

/-- Candidate overlap matrix for three normalised orbitals, with the numbers `α`, `β`, `γ` on the
bonds 1-2, 2-3 and 3-1 of the triangle. -/
def overlap (α β γ : ℂ) : Matrix (Fin 3) (Fin 3) ℂ :=
  !![1, α, conj γ; conj α, 1, β; γ, conj β, 1]

/-- The real number `1 - |α|² - |β|² - |γ|² + 2 Re (αβγ)` built from the three overlaps. -/
def loopDet (α β γ : ℂ) : ℝ :=
  1 - Complex.normSq α - Complex.normSq β - Complex.normSq γ + 2 * (α * β * γ).re

/-- Phase-only overlaps: a common real overlap `s`, multiplied on the three bonds by
the phase factors with angles `a`, `b`, `c`. -/
def londonOverlap (s a b c : ℝ) : Matrix (Fin 3) (Fin 3) ℂ :=
  overlap (s * Complex.exp (a * Complex.I)) (s * Complex.exp (b * Complex.I))
    (s * Complex.exp (c * Complex.I))

private lemma loopDet_cast (α β γ : ℂ) :
    ((loopDet α β γ : ℝ) : ℂ) = 1 - α * conj α - β * conj β - γ * conj γ
      + (α * β * γ + conj α * conj β * conj γ) := by
  simp only [loopDet, Complex.ofReal_add, Complex.ofReal_sub, Complex.ofReal_mul,
    Complex.ofReal_one, Complex.ofReal_ofNat, ← Complex.mul_conj,
    Complex.re_eq_add_conj, map_mul]
  ring

private lemma form_expand (α β γ : ℂ) (x : Fin 3 → ℂ) :
    star x ⬝ᵥ (overlap α β γ *ᵥ x) =
      conj (x 0) * (x 0 + α * x 1 + conj γ * x 2)
      + conj (x 1) * (conj α * x 0 + x 1 + β * x 2)
      + conj (x 2) * (γ * x 0 + conj β * x 1 + x 2) := by
  simp [overlap, Matrix.mulVec, dotProduct, Fin.sum_univ_three]

/-- The determinant of the three-orbital overlap matrix is
`1 - |α|² - |β|² - |γ|² + 2 Re (αβγ)`. -/
theorem det_overlap (α β γ : ℂ) : (overlap α β γ).det = (loopDet α β γ : ℂ) := by
  rw [Matrix.det_fin_three, loopDet_cast]
  change (1 : ℂ) * 1 * 1 - 1 * β * conj β - α * conj α * 1 + α * β * γ
    + conj γ * conj α * conj β - conj γ * 1 * γ = _
  ring

/-- The quadratic form of the matrix `overlap α β γ` at a coefficient vector `x`, multiplied by `1 -
|α|²`, is a weighted sum of three squared moduli. -/
theorem norm_complete_squares (α β γ : ℂ) (x : Fin 3 → ℂ) :
    ((1 - Complex.normSq α : ℝ) : ℂ) * (star x ⬝ᵥ (overlap α β γ *ᵥ x)) =
      (((1 - Complex.normSq α) * Complex.normSq (x 0 + α * x 1 + conj γ * x 2)
        + Complex.normSq (((1 - Complex.normSq α : ℝ) : ℂ) * x 1
            + (β - conj α * conj γ) * x 2)
        + loopDet α β γ * Complex.normSq (x 2) : ℝ) : ℂ) := by
  rw [form_expand]
  simp only [Complex.ofReal_add, Complex.ofReal_mul, Complex.ofReal_sub,
    Complex.ofReal_one, loopDet_cast, ← Complex.mul_conj, map_add, map_sub, map_mul,
    map_one, Complex.conj_conj]
  ring

/-- The overlap matrix is positive definite exactly when `|α|² < 1` and
`1 - |α|² - |β|² - |γ|² + 2 Re (αβγ)` is positive. -/
theorem overlap_posDef_iff (α β γ : ℂ) :
    (overlap α β γ).PosDef ↔ Complex.normSq α < 1 ∧ 0 < loopDet α β γ := by
  constructor
  · intro h
    constructor
    · -- test on a superposition of the first two orbitals
      have hv : (![-α, 1, 0] : Fin 3 → ℂ) ≠ 0 := fun h0 => by
        simpa using congrFun h0 1
      have hp := (Matrix.posDef_iff_dotProduct_mulVec.1 h).2 hv
      have e : star ![-α, 1, 0] ⬝ᵥ (overlap α β γ *ᵥ ![-α, 1, 0])
          = ((1 - Complex.normSq α : ℝ) : ℂ) := by
        rw [form_expand, Complex.ofReal_sub, Complex.ofReal_one, ← Complex.mul_conj]
        change conj (-α) * (-α + α * 1 + conj γ * 0)
          + conj (1 : ℂ) * (conj α * -α + 1 + β * 0)
          + conj (0 : ℂ) * (γ * -α + conj β * 1 + 0) = _
        simp only [map_neg, map_one, map_zero]
        ring
      rw [e] at hp
      have := Complex.zero_lt_real.1 hp
      linarith
    · have hd := h.det_pos
      rw [det_overlap] at hd
      exact Complex.zero_lt_real.1 hd
  · rintro ⟨hα, hD⟩
    have hk : 0 < 1 - Complex.normSq α := by linarith
    have aux : ∀ (k R : ℝ) (F : ℂ), 0 < k → 0 < R → (k : ℂ) * F = (R : ℂ) → 0 < F := by
      intro k R F hk hR h
      have hF : F = ((R / k : ℝ) : ℂ) := by
        rw [Complex.ofReal_div, eq_div_iff (Complex.ofReal_ne_zero.2 hk.ne'), mul_comm]
        exact h
      rw [hF]
      exact Complex.zero_lt_real.2 (div_pos hR hk)
    refine Matrix.posDef_iff_dotProduct_mulVec.2 ⟨?_, ?_⟩
    · refine Matrix.IsHermitian.ext fun i j => ?_
      fin_cases i <;> fin_cases j <;> simp [overlap]
    · intro x hx
      refine aux _ _ _ hk ?_ (norm_complete_squares α β γ x)
      -- at least one of the three squares is strictly positive
      have n1 := mul_nonneg hk.le
        (Complex.normSq_nonneg (x 0 + α * x 1 + conj γ * x 2))
      have n2 := Complex.normSq_nonneg (((1 - Complex.normSq α : ℝ) : ℂ) * x 1
        + (β - conj α * conj γ) * x 2)
      by_cases h2 : x 2 = 0
      · by_cases h1 : x 1 = 0
        · have h0 : x 0 ≠ 0 := fun h0 => hx (by
            funext i
            fin_cases i <;> simp [h0, h1, h2])
          simp only [h1, h2, mul_zero, add_zero, map_zero]
          exact mul_pos hk (Complex.normSq_pos.2 h0)
        · have p := Complex.normSq_pos.2
            (mul_ne_zero (Complex.ofReal_ne_zero.2 hk.ne') h1)
          simp only [h2, mul_zero, add_zero, map_zero] at n1 ⊢
          linarith
      · have p := mul_pos hD (Complex.normSq_pos.2 h2)
        linarith

private lemma normSq_bond (s a : ℝ) :
    Complex.normSq (s * Complex.exp (a * Complex.I)) = s ^ 2 := by
  rw [Complex.normSq_eq_norm_sq, norm_mul, Complex.norm_exp_ofReal_mul_I,
    Complex.norm_real, mul_one, Real.norm_eq_abs, sq_abs]

private lemma loopDet_london (s a b c : ℝ) :
    loopDet (s * Complex.exp (a * Complex.I)) (s * Complex.exp (b * Complex.I))
      (s * Complex.exp (c * Complex.I))
      = 1 - 3 * s ^ 2 + 2 * s ^ 3 * Real.cos (a + b + c) := by
  have h : (s * Complex.exp (a * Complex.I)) * (s * Complex.exp (b * Complex.I))
      * (s * Complex.exp (c * Complex.I))
      = ((s ^ 3 : ℝ) : ℂ) * Complex.exp (((a + b + c : ℝ) : ℂ) * Complex.I) := by
    push_cast
    rw [add_mul, add_mul, Complex.exp_add, Complex.exp_add]
    ring
  rw [loopDet, h, normSq_bond, normSq_bond, normSq_bond, Complex.re_ofReal_mul,
    Complex.exp_ofReal_mul_I_re]
  ring

/-- The determinant for phase-only overlaps is `1 - 3s² + 2s³ cos φ`, where
`φ = a + b + c` is the loop phase. -/
theorem det_londonOverlap (s a b c : ℝ) :
    (londonOverlap s a b c).det
      = ((1 - 3 * s ^ 2 + 2 * s ^ 3 * Real.cos (a + b + c) : ℝ) : ℂ) := by
  rw [londonOverlap, det_overlap, loopDet_london]

/-- Phase-only overlaps give a positive definite matrix exactly when `s² < 1` and
`1 - 3s² + 2s³ cos φ > 0`, with `φ = a + b + c`. -/
theorem londonOverlap_posDef_iff (s a b c : ℝ) :
    (londonOverlap s a b c).PosDef ↔
      s ^ 2 < 1 ∧ 0 < 1 - 3 * s ^ 2 + 2 * s ^ 3 * Real.cos (a + b + c) := by
  rw [londonOverlap, overlap_posDef_iff, normSq_bond, loopDet_london]

/-- At loop phase zero the overlap matrix is positive definite exactly for
`-1/2 < s < 1`. -/
theorem posDef_iff_of_loop_zero (s a b c : ℝ) (h : a + b + c = 0) :
    (londonOverlap s a b c).PosDef ↔ -1 / 2 < s ∧ s < 1 := by
  have e : 1 - 3 * s ^ 2 + 2 * s ^ 3 * 1 = (1 - s) ^ 2 * (1 + 2 * s) := by ring
  rw [londonOverlap_posDef_iff, h, Real.cos_zero, e]
  constructor
  · rintro ⟨h1, h2⟩
    have h3 := pos_of_mul_pos_right h2 (sq_nonneg (1 - s))
    exact ⟨by linarith, by nlinarith⟩
  · rintro ⟨h1, h2⟩
    exact ⟨by nlinarith, mul_pos (pow_pos (by linarith) 2) (by linarith)⟩

/-- At loop phase `π` the overlap matrix is positive definite exactly for
`-1 < s < 1/2`. -/
theorem posDef_iff_of_loop_pi (s a b c : ℝ) (h : a + b + c = Real.pi) :
    (londonOverlap s a b c).PosDef ↔ -1 < s ∧ s < 1 / 2 := by
  have e : 1 - 3 * s ^ 2 + 2 * s ^ 3 * (-1) = (1 + s) ^ 2 * (1 - 2 * s) := by ring
  rw [londonOverlap_posDef_iff, h, Real.cos_pi, e]
  constructor
  · rintro ⟨h1, h2⟩
    have h3 := pos_of_mul_pos_right h2 (sq_nonneg (1 + s))
    exact ⟨by nlinarith, by linarith⟩
  · rintro ⟨h1, h2⟩
    exact ⟨by nlinarith, mul_pos (pow_pos (by linarith) 2) (by linarith)⟩

/-- For `1/2 < s < 1` the phase-only overlap matrix is positive definite for all bond
phases with loop phase zero, and for none with loop phase `π`. -/
theorem phase_only_counterexample (s : ℝ) (hs : 1 / 2 < s) (hs1 : s < 1) :
    (∀ a b c : ℝ, a + b + c = 0 → (londonOverlap s a b c).PosDef) ∧
    (∀ a b c : ℝ, a + b + c = Real.pi → ¬ (londonOverlap s a b c).PosDef) := by
  refine ⟨fun a b c h => ?_, fun a b c h hp => ?_⟩
  · exact (posDef_iff_of_loop_zero s a b c h).2 ⟨by linarith, hs1⟩
  · have := ((posDef_iff_of_loop_pi s a b c h).1 hp).2
    linarith

/-- With bond phases `0`, `0`, `π`, the quadratic form of the phase-only overlap matrix at the
coefficients `(1, -1, 1)` equals `3 - 6s`. -/
theorem norm_alternating_superposition (s : ℝ) :
    star ![1, -1, 1] ⬝ᵥ (londonOverlap s 0 0 Real.pi *ᵥ ![1, -1, 1])
      = ((3 - 6 * s : ℝ) : ℂ) := by
  have h : londonOverlap s 0 0 Real.pi = overlap s s (-s) := by
    simp [londonOverlap, Complex.exp_pi_mul_I]
  rw [h, form_expand]
  change conj (1 : ℂ) * (1 + (s : ℂ) * -1 + conj (-(s : ℂ)) * 1)
    + conj (-1 : ℂ) * (conj (s : ℂ) * 1 + -1 + (s : ℂ) * 1)
    + conj (1 : ℂ) * (-(s : ℂ) * 1 + conj (s : ℂ) * -1 + 1) = _
  simp only [map_neg, map_one, Complex.conj_ofReal]
  push_cast
  ring

end

end LondonOverlapCounterexample
```

```lean
#print axioms LondonOverlapCounterexample.det_londonOverlap
#print axioms LondonOverlapCounterexample.phase_only_counterexample
#print axioms LondonOverlapCounterexample.norm_alternating_superposition
```

```
'LondonOverlapCounterexample.det_londonOverlap' depends on axioms: [propext, Classical.choice, Quot.sound]
'LondonOverlapCounterexample.phase_only_counterexample' depends on axioms: [propext, Classical.choice, Quot.sound]
'LondonOverlapCounterexample.norm_alternating_superposition' depends on axioms: [propext, Classical.choice, Quot.sound]
```

## The matrix and its loop phase

Number the orbitals $0,1,2$, as Lean numbers the components of a vector; the comments in the file count the same orbitals from 1. The matrix `overlap α β γ` is

$$
S=\begin{pmatrix}1&\alpha&\bar\gamma\\ \bar\alpha&1&\beta\\ \gamma&\bar\beta&1\end{pmatrix},
$$

so that $S_{01}=\alpha$, $S_{12}=\beta$ and $S_{20}=\gamma$ follow the triangle in one direction. The unit diagonal expresses normalisation. `londonOverlap s a b c` sets $\alpha=se^{ia}$, $\beta=se^{ib}$ and $\gamma=se^{ic}$, with real $s,a,b,c$. For $s\ge0$ the common modulus is $s$; the theorems also admit negative $s$.

Write $\varphi=a+b+c$ for the loop phase. Changing the phase of orbital $j$ by $\theta_j$ multiplies $S_{jk}$ by $e^{i(\theta_k-\theta_j)}$. These changes cancel around the triangle, so $\varphi$ is the part of the bond phases that no choice of orbital phases can remove.

The file contains these main results:

- `det_londonOverlap`: the determinant is $1-3s^2+2s^3\cos\varphi$.
- `londonOverlap_posDef_iff`: the matrix is positive definite exactly when $s^2<1$ and this determinant is positive.
- `posDef_iff_of_loop_zero` and `posDef_iff_of_loop_pi`: the exact ranges are $-1/2<s<1$ at $\varphi=0$ and $-1<s<1/2$ at $\varphi=\pi$.
- `phase_only_counterexample`: for $1/2<s<1$, every triple $a,b,c$ with sum $0$ gives a positive definite matrix, and no triple with sum $\pi$ does.

Here `PosDef` means that $S$ is Hermitian and that $x^\dagger Sx>0$ for every nonzero $x\in\mathbb C^3$. In Lean the quadratic form is `star x ⬝ᵥ (overlap α β γ *ᵥ x)`, a complex number. The order opened by `ComplexOrder` reads `0 < z` as the statement that $z$ is real and positive.

## Phases from a magnetic field

A London orbital is an atomic orbital multiplied by a phase factor that depends on position and on the vector potential at its centre. In the overlap of two such orbitals on different centres, the phase factor generally stands inside the integral and can change the modulus as well as the phase. The phase-only model takes the zero-field overlap $s$ and multiplies it by one constant phase factor per bond. The Lean name `londonOverlap` refers to this model, not to the overlap integrals of London orbitals. The loop phase then plays the role of the magnetic flux through the triangle, in units of $\hbar/e$ (the reduced Planck constant divided by the elementary charge) and up to a sign convention.

If $S$ is the overlap matrix of actual orbitals, $x^\dagger Sx$ is the squared norm of their superposition with coefficients $x_0,x_1,x_2$. If it is negative for some $x$, the matrix cannot be the overlap matrix of any orbitals. Within this model of three orbitals with equal zero-field overlaps, the result warns that an electronic-structure calculation with phase-only overlaps can lose the positive metric needed for orthonormalisation, even though the field-free metric was sound. The loop phase $\pi$ corresponds to a flux $\pi\hbar/e$, which for a triangle of atomic size requires a field far stronger than laboratory magnets produce. Positivity can be lost at a smaller loop phase when $s$ is close to $1$: for $s=0.9$ the determinant is already negative at $\varphi=\pi/6$.

The file treats neither the integrals over London orbitals nor the derivation of bond phases from a vector potential. It also contains no Hamiltonian: the failure concerns the metric alone.

## The determinant and the squared norm

Expanding the determinant of $S$ gives

$$
D=1-|\alpha|^2-|\beta|^2-|\gamma|^2+\alpha\beta\gamma+\bar\alpha\bar\beta\bar\gamma
=1-|\alpha|^2-|\beta|^2-|\gamma|^2+2\,\mathrm{Re}(\alpha\beta\gamma).
$$

This real number is `loopDet α β γ`, and `det_overlap` identifies it with the determinant.

To decide positivity, first complete the square in $x_0$:

$$
\begin{aligned}
x^\dagger Sx={}&|x_0+\alpha x_1+\bar\gamma x_2|^2+(1-|\alpha|^2)|x_1|^2\\
&+(1-|\gamma|^2)|x_2|^2+2\,\mathrm{Re}\bigl(\bar x_1(\beta-\bar\alpha\bar\gamma)x_2\bigr).
\end{aligned}
$$

Put $k=1-|\alpha|^2$, multiply by $k$, and complete the square in $x_1$. The coefficient left on $|x_2|^2$ is

$$
k(1-|\gamma|^2)-|\beta-\bar\alpha\bar\gamma|^2.
$$

Since $|\beta-\bar\alpha\bar\gamma|^2=|\beta|^2+|\alpha|^2|\gamma|^2-2\,\mathrm{Re}(\alpha\beta\gamma)$, the terms in $|\alpha|^2|\gamma|^2$ cancel and the coefficient is $D$. Hence

$$
k\,x^\dagger Sx=k|x_0+\alpha x_1+\bar\gamma x_2|^2
+|kx_1+(\beta-\bar\alpha\bar\gamma)x_2|^2+D|x_2|^2,
$$

which is `norm_complete_squares`.

Suppose $k>0$ and $D>0$, and let $x\neq0$. If $x_2\neq0$, the last term is positive. If $x_2=0$ but $x_1\neq0$, the middle term is $k^2|x_1|^2>0$. If both vanish, then $x_0\neq0$ and the first term is $k|x_0|^2>0$. The other terms are never negative, so $x^\dagger Sx>0$ in every case.

Conversely, let $S$ be positive definite. Its determinant is positive, so $D>0$. The coefficient vector $(-\alpha,1,0)$ gives $x^\dagger Sx=1-|\alpha|^2$, which must be positive too; with the coefficients scaled to unit length, the value is $(1-|\alpha|^2)/(1+|\alpha|^2)$. This proves the criterion `overlap_posDef_iff`.

## Loop phases zero and π

For phase-only overlaps, $|\alpha|^2=|\beta|^2=|\gamma|^2=s^2$ and $\alpha\beta\gamma=s^3e^{i\varphi}$. Therefore

$$
D=1-3s^2+2s^3\cos\varphi.
$$

At the two loop phases of interest it factors:

$$
D=(1-s)^2(1+2s)\quad(\varphi=0),\qquad
D=(1+s)^2(1-2s)\quad(\varphi=\pi).
$$

The condition $s^2<1$ means $-1<s<1$, so both squared factors are positive. What remains is $1+2s>0$ in the first case and $1-2s>0$ in the second, which gives the two exact ranges. An $s$ between $1/2$ and $1$ lies in the first range and misses the second.

A single superposition shows the failure directly. With the phases $(0,0,\pi)$, the overlaps are $\alpha=\beta=s$ and $\gamma=-s$, and the coefficients $(1,-1,1)$ give

$$
x^\dagger Sx=3-6s.
$$

This is `norm_alternating_superposition`. Dividing the coefficients by $\sqrt3$ gives $1-2s$, which is negative for $s>1/2$: the supposed squared norm of a state has become less than zero.

## How the Lean proof follows these steps

The private lemma `form_expand` writes the quadratic form as an explicit sum, and `loopDet_cast` writes $D$ in terms of the overlaps and their conjugates. These two lemmas prepare the completed-squares identity.

In `overlap_posDef_iff`, the forward direction evaluates the form on `![-α, 1, 0]` and uses `h.det_pos` for the determinant. The reverse direction checks Hermiticity entry by entry and then splits on whether `x 2` and `x 1` vanish, as in the argument above. The local statement `aux` does the division by $k$: if $kF=R$ with $k$ and $R$ real and positive, then the complex number $F$ is real and positive.

The lemma `normSq_bond` supplies the squared modulus of one bond overlap, and `loopDet_london` works out the product around the loop and from it the formula for $D$. In the theorems for the two loop phases, `ring` verifies the factorisations, while `linarith` and `nlinarith` settle the inequalities for $s$. The final counterexample only has to compare the two ranges.

## Conjugates as independent variables for `ring`

The proof turns on `norm_complete_squares`, and there on the preparation for `ring`. This tactic proves polynomial identities in commutative rings, but it does not know that $|z|^2=z\bar z$ or that conjugation respects sums and products. The `simp only` call supplies these facts: `← Complex.mul_conj` replaces each squared modulus by a product, and `map_add`, `map_sub` and `map_mul` move conjugation inwards until it acts on single variables.

After that, `ring` treats `α` and `conj α` as two unrelated variables, and likewise for the other overlaps and the components of `x`. The identity still holds, because both sides are the same polynomial in these variables. The real part in $D$ fits the scheme because `Complex.re_eq_add_conj`, used in `loopDet_cast`, turns it into half the sum of a number and its conjugate.

## Without the upper bound on s

Suppose the counterexample theorem required only $s>1/2$. Take $s=2$ and $a=b=c=0$. The determinant is $(1-2)^2(1+4)=5$, which is positive, yet the coefficients $(1,-1,0)$ give $x^\dagger Sx=2-2s=-2$, or $-1$ after scaling them to unit length. The matrix is already invalid at loop phase zero, so the first half of the theorem fails. The same numbers show why the criterion needs $s^2<1$ beside the sign of the determinant: two negative eigenvalues and one positive eigenvalue, here $-1,-1,5$, leave a $3\times3$ determinant positive. Physically, $s<1$ is the Cauchy–Schwarz bound for two normalised, linearly independent orbitals with a positive overlap.
